# Potential of a power-law gradient functional on an exponential density: decay for exponents below 1, divergence above

An energy density can vanish in the tail of an atom while its potential blows up there. Take an exchange-type energy density whose enhancement over the local $n^{4/3}$ form is a power $p$ of the reduced gradient $g/n^{4/3}$, where $n$ is the density and $g$ the length of its gradient. On an exponential tail the energy density scales as $n^{(4-p)/3}$, which decays for every $p<4$. Whoever judges the functional by that decay accepts $p=2$, and gets a potential that grows exponentially with distance. The threshold for the potential is $p=1$.

This bears on the large-gradient behaviour of semilocal functionals in electronic structure, for a pure power law and a purely exponential, spherical density.

## The functional and its radial potential

All quantities are real numbers: the strength $C$, the exponent $p$, the amplitude $A$ and decay constant $a$ of the density, and the radius $r$.

```lean
import Mathlib

open Filter Topology

namespace PowerLawEnhancement

noncomputable section

variable {C p A a n g r : ℝ}
```

The energy density is

$$e(n,g) = -C\,n^{4/3}\left(\frac{g}{n^{4/3}}\right)^{p}.$$

The constant $C$ sets the strength of the exchange-type energy; $C>0$ makes that energy negative.

```lean
/-- Exchange-type energy density `-C n^(4/3) (g / n^(4/3))^p` with a power-law enhancement
factor, as a function of the density `n` and the gradient length `g`. -/
def energyDensity (C p n g : ℝ) : ℝ :=
  -C * n ^ (4 / 3 : ℝ) * (g / n ^ (4 / 3 : ℝ)) ^ p
```

The density is $n(r)=A\,e^{-ar}$, with $A,a>0$ in the theorems below. It stands for the tail of a bound system, with $1/a$ as its decay length.

```lean
/-- The exponential density `A exp(-a r)`. -/
def density (A a r : ℝ) : ℝ := A * Real.exp (-a * r)
```

The potential needs $e_g=\partial e/\partial g$ along the density. Since $n$ falls with $r$, the gradient length is $g=-n'$. The partial derivative is taken first, at fixed $n(r)$, and $g=-n'(r)$ is inserted afterwards.

```lean
/-- The partial derivative `e_g` along a radial density `n`, taken at `g = -n'`. -/
def gradientDeriv (e : ℝ → ℝ → ℝ) (n : ℝ → ℝ) (r : ℝ) : ℝ :=
  deriv (fun g => e (n r) g) (-deriv n r)
```

The functional derivative is $v=e_n-\nabla\cdot(\partial e/\partial\nabla n)$, with $e_n=\partial e/\partial n$. The gradient points inward, so $\partial e/\partial\nabla n=-e_g\,\hat r$, and the radial divergence gives

$$v = e_n+\frac{1}{r^2}\frac{d}{dr}\left(r^2e_g\right).$$

```lean
/-- The radial potential `v = e_n + r^(-2) d/dr (r^2 e_g)` of a semilocal functional,
taken at `g = -n'`. -/
def radialPotential (e : ℝ → ℝ → ℝ) (n : ℝ → ℝ) (r : ℝ) : ℝ :=
  deriv (fun m => e m (-deriv n r)) (n r)
    + (r ^ 2)⁻¹ * deriv (fun s => s ^ 2 * gradientDeriv e n s) r
```

`radialPotential` takes this formula as its definition. Lean accepts any `e` and `n` here, but the formula was derived for a density that falls with $r$. Its derivation from an energy integral is not formalised.

## Partial derivatives by way of a product of powers

For $n,g>0$ the powers of $n$ combine:

$$e=-C\,n^{4(1-p)/3}\,g^p.$$

```lean
/-- For positive density and gradient the energy density is `-C` times a product of powers of both.
-/
theorem energyDensity_eq (hn : 0 < n) (hg : 0 < g) :
    energyDensity C p n g = -C * (n ^ (4 * (1 - p) / 3) * g ^ p) := by
  unfold energyDensity
  rw [Real.div_rpow hg.le (Real.rpow_nonneg hn.le _), ← Real.rpow_mul hn.le,
    show 4 * (1 - p) / 3 = 4 / 3 - 4 / 3 * p by ring, Real.rpow_sub hn]
  ring
```

Differentiating each factor in turn gives

$$e_n=-C\,\tfrac{4(1-p)}{3}\,n^{4(1-p)/3-1}g^p,\qquad e_g=-C\,p\,n^{4(1-p)/3}g^{p-1}.$$

```lean
/-- The partial derivatives of the energy density with respect to the density and to the
gradient length. -/
theorem energyDensity_partials (hn : 0 < n) (hg : 0 < g) :
    HasDerivAt (fun m => energyDensity C p m g)
      (-C * (4 * (1 - p) / 3 * n ^ (4 * (1 - p) / 3 - 1) * g ^ p)) n ∧
    HasDerivAt (fun h => energyDensity C p n h)
      (-C * (n ^ (4 * (1 - p) / 3) * (p * g ^ (p - 1)))) g := by
  constructor
  · have h := ((Real.hasDerivAt_rpow_const (p := 4 * (1 - p) / 3)
      (Or.inl hn.ne')).mul_const (g ^ p)).const_mul (-C)
    refine h.congr_of_eventuallyEq ?_
    filter_upwards [Ioi_mem_nhds hn] with m hm
    exact energyDensity_eq hm hg
  · have h := ((Real.hasDerivAt_rpow_const (p := p)
      (Or.inl hg.ne')).const_mul (n ^ (4 * (1 - p) / 3))).const_mul (-C)
    refine h.congr_of_eventuallyEq ?_
    filter_upwards [Ioi_mem_nhds hg] with m hm
    exact energyDensity_eq hn hm
```

The proof turns on eventual equality. `energyDensity_eq` is proved only for positive arguments, so it does not supply an identity between functions on the whole real line. A derivative at $n>0$, however, depends only on values near $n$. `Ioi_mem_nhds hn` says that the positive numbers form a neighbourhood of $n$, and `congr_of_eventuallyEq` carries the derivative over from the product form to the original function. Because the result is a `HasDerivAt` statement, the derivative really exists, and `deriv` does not fall back on its default value 0.

## The closed form on the exponential density

The exponential obeys $n'=-an$, so $g=an$.

```lean
/-- The exponential density obeys `n' = -a n`. -/
theorem density_hasDerivAt (A a r : ℝ) :
    HasDerivAt (density A a) (-(a * density A a r)) r := by
  have h : HasDerivAt (fun x : ℝ => -a * x) (-a) r := by
    simpa using (hasDerivAt_id r).const_mul (-a)
  exact (h.exp.const_mul A).congr_deriv (by unfold density; ring)
```

Inserting $g=an$ into $e_g$ leaves the exponent $4(1-p)/3+(p-1)=(1-p)/3$:

$$e_g=-C\,p\,a^{p-1}\,n^{(1-p)/3}.$$

```lean
/-- On the exponential density, `e_g` is proportional to `n^((1-p)/3)`. -/
theorem gradientDeriv_eq (hA : 0 < A) (ha : 0 < a) (r : ℝ) :
    gradientDeriv (energyDensity C p) (density A a) r
      = -C * p * a ^ (p - 1) * density A a r ^ ((1 - p) / 3) := by
  have hn : 0 < density A a r := mul_pos hA (Real.exp_pos _)
  unfold gradientDeriv
  rw [(density_hasDerivAt A a r).deriv, neg_neg,
    (energyDensity_partials hn (mul_pos ha hn)).2.deriv, Real.mul_rpow ha.le hn.le,
    show (1 - p) / 3 = 4 * (1 - p) / 3 + (p - 1) by ring, Real.rpow_add hn]
  ring
```

The local term becomes $e_n=-C\,\tfrac{4(1-p)}{3}\,a^p\,n^{(1-p)/3}$. For the gradient term, the product rule gives $r^{-2}(r^2e_g)'=e_g'+2e_g/r$, and $n'=-an$ gives $e_g'=-a\,\tfrac{1-p}{3}\,e_g$. Hence

$$\frac{1}{r^2}\left(r^2e_g\right)'=-C\,a^p\,n^{(1-p)/3}\left[-\frac{p(1-p)}{3}+\frac{2p}{ar}\right].$$

Adding the two terms, for $r>0$,

$$v=-C\,a^p\,n^{(1-p)/3}\left[\frac{(4-p)(1-p)}{3}+\frac{2p}{ar}\right].$$

```lean
/-- Closed form of the potential of the power-law functional on the exponential density. -/
theorem radialPotential_eq (hA : 0 < A) (ha : 0 < a) (hr : 0 < r) :
    radialPotential (energyDensity C p) (density A a) r
      = -C * a ^ p * density A a r ^ ((1 - p) / 3)
        * ((4 - p) * (1 - p) / 3 + 2 * p / (a * r)) := by
  have hn : 0 < density A a r := mul_pos hA (Real.exp_pos _)
  -- the local term e_n
  have h1 : deriv (fun m => energyDensity C p m (-deriv (density A a) r)) (density A a r)
      = -C * (4 * (1 - p) / 3) * a ^ p * density A a r ^ ((1 - p) / 3) := by
    rw [(density_hasDerivAt A a r).deriv, neg_neg,
      (energyDensity_partials hn (mul_pos ha hn)).1.deriv, Real.mul_rpow ha.le hn.le,
      show (1 - p) / 3 = (4 * (1 - p) / 3 - 1) + p by ring, Real.rpow_add hn]
    ring
  -- the derivative of the power of the density
  have h2 : HasDerivAt (fun s => density A a s ^ ((1 - p) / 3))
      (-(a * ((1 - p) / 3) * density A a r ^ ((1 - p) / 3))) r := by
    refine ((density_hasDerivAt A a r).rpow_const (p := (1 - p) / 3)
      (Or.inl hn.ne')).congr_deriv ?_
    have h : density A a r ^ ((1 - p) / 3)
        = density A a r ^ ((1 - p) / 3 - 1) * density A a r := by
      rw [← Real.rpow_add_one hn.ne', sub_add_cancel]
    linear_combination (a * ((1 - p) / 3)) * h
  have h3 : HasDerivAt (fun s : ℝ => s ^ 2) (2 * r) r := by
    simpa using hasDerivAt_pow 2 r
  have h4 : (fun s => s ^ 2 * gradientDeriv (energyDensity C p) (density A a) s)
      = fun s => s ^ 2 * (-C * p * a ^ (p - 1) * density A a s ^ ((1 - p) / 3)) := by
    funext s
    rw [gradientDeriv_eq hA ha]
  have h5 : a ^ p = a ^ (p - 1) * a := by
    rw [← Real.rpow_add_one ha.ne', sub_add_cancel]
  unfold radialPotential
  rw [h1, h4, (h3.fun_mul (h2.const_mul (-C * p * a ^ (p - 1)))).deriv, h5]
  generalize a ^ (p - 1) = X
  generalize density A a r ^ ((1 - p) / 3) = Y
  have ha' := ha.ne'
  have hr' := hr.ne'
  field_simp
  ring
```

In the proof, `h1` is the local term, `h2` the derivative of $n^{(1-p)/3}$ and `h3` that of $r^2$. `fun_mul` is the product rule. The two remaining powers are then replaced by plain letters, and `field_simp` and `ring` finish the algebra.

## Decay below 1, growth between 1 and 4

For any real $q$, a power of the density is again an exponential:

$$n^q=A^q\,e^{-aqr}.$$

```lean
/-- A power of the exponential density is again an exponential. -/
theorem density_rpow (hA : 0 < A) (a r q : ℝ) :
    density A a r ^ q = A ^ q * Real.exp (-(a * q) * r) := by
  unfold density
  rw [Real.mul_rpow hA.le (Real.exp_pos _).le, ← Real.exp_mul,
    show -a * r * q = -(a * q) * r by ring]
```

With $q=(1-p)/3$ the exponential in $v$ is $e^{-a(1-p)r/3}$, while the bracket tends to $(4-p)(1-p)/3$.

- For $p<1$ the exponential decays and the bracket stays bounded, so $v\to0$.
- For $1<p<4$ the exponential grows and the bracket tends to a negative number. For $C>0$, as the theorem assumes, the prefactor $-C\,a^p$ is negative and the product is positive, so $v\to+\infty$.

```lean
/-- Far from the centre of an exponential density the potential decays to zero for `p < 1`
and diverges to plus infinity for `1 < p < 4`. -/
theorem radialPotential_asymptotics (hC : 0 < C) (hA : 0 < A) (ha : 0 < a) :
    (p < 1 → Tendsto (radialPotential (energyDensity C p) (density A a)) atTop (𝓝 0)) ∧
    (1 < p → p < 4 →
      Tendsto (radialPotential (energyDensity C p) (density A a)) atTop atTop) := by
  have hap : 0 < a ^ p := Real.rpow_pos_of_pos ha p
  have hAq : 0 < A ^ ((1 - p) / 3) := Real.rpow_pos_of_pos hA _
  -- the bracket of the closed form tends to a constant
  have hB : Tendsto (fun r : ℝ => (4 - p) * (1 - p) / 3 + 2 * p / (a * r)) atTop
      (𝓝 ((4 - p) * (1 - p) / 3)) := by
    have h : Tendsto (fun r : ℝ => a * r) atTop atTop := tendsto_id.const_mul_atTop ha
    simpa using (h.const_div_atTop (2 * p)).const_add ((4 - p) * (1 - p) / 3)
  have hv : (fun r => A ^ ((1 - p) / 3) * Real.exp (-(a * ((1 - p) / 3)) * r)
        * (-C * a ^ p * ((4 - p) * (1 - p) / 3 + 2 * p / (a * r))))
      =ᶠ[atTop] radialPotential (energyDensity C p) (density A a) := by
    filter_upwards [eventually_gt_atTop 0] with r hr
    rw [radialPotential_eq hA ha hr, density_rpow hA]
    ring
  constructor
  · intro hp
    have hk : -(a * ((1 - p) / 3)) < 0 := by
      have : 0 < a * ((1 - p) / 3) := mul_pos ha (by linarith)
      linarith
    have hE : Tendsto (fun r : ℝ => Real.exp (-(a * ((1 - p) / 3)) * r)) atTop (𝓝 0) :=
      Real.tendsto_exp_atBot.comp (tendsto_id.const_mul_atTop_of_neg hk)
    have h := (hE.const_mul (A ^ ((1 - p) / 3))).mul (hB.const_mul (-C * a ^ p))
    rw [mul_zero, zero_mul] at h
    exact h.congr' hv
  · intro hp hp4
    have hk : 0 < -(a * ((1 - p) / 3)) := by
      have : 0 < a * ((p - 1) / 3) := mul_pos ha (by linarith)
      linarith
    have hE : Tendsto (fun r : ℝ => Real.exp (-(a * ((1 - p) / 3)) * r)) atTop atTop :=
      Real.tendsto_exp_atTop.comp (tendsto_id.const_mul_atTop hk)
    have hL : 0 < -C * a ^ p * ((4 - p) * (1 - p) / 3) := by
      have : 0 < C * a ^ p * ((4 - p) * (p - 1) / 3) :=
        mul_pos (mul_pos hC hap)
          (div_pos (mul_pos (by linarith) (by linarith)) (by norm_num))
      linarith
    exact ((hE.const_mul_atTop hAq).atTop_mul_pos hL (hB.const_mul (-C * a ^ p))).congr' hv
```

`Tendsto … atTop (𝓝 0)` reads "tends to 0 as $r\to\infty$", and `atTop atTop` reads "tends to $+\infty$". `hB` is the limit of the bracket and `hE` that of the exponential, once for each case. Eventual equality returns in `hv`: the closed form needs $r>0$, which holds for all large $r$, and `congr'` transfers the limit to the potential. The first case includes $p=0$, the local functional, and negative exponents.

## The exponents 1, 4 and beyond

At $p=1$ the power of $n$ is $n^0=1$ and the first term of the bracket vanishes. What remains is

$$v=-C\,a\cdot\frac{2}{ar}=-\frac{2C}{r}$$

at every $r>0$, independent of $A$ and $a$.

```lean
/-- At the exponent `p = 1` the potential is exactly `-2C/r`. -/
theorem radialPotential_one (hA : 0 < A) (ha : 0 < a) (hr : 0 < r) :
    radialPotential (energyDensity C 1) (density A a) r = -(2 * C) / r := by
  have ha' := ha.ne'
  have hr' := hr.ne'
  rw [radialPotential_eq hA ha hr, Real.rpow_one, sub_self, zero_div, Real.rpow_zero]
  simp only [mul_zero, zero_div, zero_add]
  field_simp
```

Let $C>0$ again. For $p\ge4$ the product $(4-p)(1-p)$ is non-negative, so the bracket is at least $2p/(ar)$. Put $k=a(p-1)/3>0$. Then

$$v\le-C\,a^p\,A^{(1-p)/3}\,\frac{2p}{a}\,\frac{e^{kr}}{r}.$$

From $e^{x}\ge1+x+x^2/2$ for $x\ge0$ one gets $e^{kr}/r\ge k^2r/2$, which grows without bound. Hence $v\to-\infty$, and the divergence to $+\infty$ stops exactly at $p=4$.

```lean
/-- For `p ≥ 4` the potential diverges to minus infinity far from the centre. -/
theorem radialPotential_atBot (hC : 0 < C) (hA : 0 < A) (ha : 0 < a) (hp : 4 ≤ p) :
    Tendsto (radialPotential (energyDensity C p) (density A a)) atTop atBot := by
  have hap : 0 < a ^ p := Real.rpow_pos_of_pos ha p
  have hAq : 0 < A ^ ((1 - p) / 3) := Real.rpow_pos_of_pos hA _
  have hp0 : 0 < p := by linarith
  have hk : 0 < -(a * ((1 - p) / 3)) := by
    have : 0 < a * ((p - 1) / 3) := mul_pos ha (by linarith)
    linarith
  have hK : -(C * a ^ p * A ^ ((1 - p) / 3) * (2 * p / a)) < 0 :=
    neg_neg_of_pos (by positivity)
  -- exponential growth outweighs the factor 1/r
  have hE : Tendsto (fun r : ℝ => Real.exp (-(a * ((1 - p) / 3)) * r) / r) atTop atTop := by
    generalize -(a * ((1 - p) / 3)) = k at hk
    have hlin : Tendsto (fun r : ℝ => k ^ 2 / 2 * r) atTop atTop :=
      tendsto_id.const_mul_atTop (by positivity)
    refine tendsto_atTop_mono' atTop ?_ hlin
    filter_upwards [eventually_gt_atTop 0] with r hr
    have hkr : 0 < k * r := mul_pos hk hr
    rw [le_div_iff₀ hr]
    nlinarith [Real.quadratic_le_exp_of_nonneg hkr.le]
  refine tendsto_atBot_mono' atTop ?_ (hE.const_mul_atTop_of_neg hK)
  filter_upwards [eventually_gt_atTop 0] with r hr
  rw [radialPotential_eq hA ha hr, density_rpow hA]
  have hB : 0 ≤ (4 - p) * (1 - p) / 3 := by nlinarith
  have hpos := mul_nonneg (mul_pos (mul_pos hC hap)
    (mul_pos hAq (Real.exp_pos (-(a * ((1 - p) / 3)) * r)))).le hB
  generalize Real.exp (-(a * ((1 - p) / 3)) * r) = E at hpos ⊢
  generalize A ^ ((1 - p) / 3) = X at hpos ⊢
  have h : -C * a ^ p * (X * E) * ((4 - p) * (1 - p) / 3 + 2 * p / (a * r))
      = -(C * a ^ p * X * (2 * p / a)) * (E / r)
        - C * a ^ p * (X * E) * ((4 - p) * (1 - p) / 3) := by
    generalize a ^ p = Y
    ring
  rw [h]
  linarith

end

end PowerLawEnhancement
```

`hE` contains the comparison with the linear function, through `Real.quadratic_le_exp_of_nonneg`, and `tendsto_atBot_mono'` applies the upper bound on $v$. At $p=4$ the constant term of the bracket is zero, and the $1/r$ term alone drives the divergence.

The theorems concern one power law at all gradients and one exponential at all radii. Enhancement factors that only approach a power law, and tails with an extra power of $r$ in front of the exponential, need an argument of their own.

```lean
#print axioms PowerLawEnhancement.radialPotential_eq
#print axioms PowerLawEnhancement.radialPotential_asymptotics
#print axioms PowerLawEnhancement.radialPotential_one
#print axioms PowerLawEnhancement.radialPotential_atBot
```

```
'PowerLawEnhancement.radialPotential_eq' depends on axioms: [propext, Classical.choice, Quot.sound]
'PowerLawEnhancement.radialPotential_asymptotics' depends on axioms: [propext, Classical.choice, Quot.sound]
'PowerLawEnhancement.radialPotential_one' depends on axioms: [propext, Classical.choice, Quot.sound]
'PowerLawEnhancement.radialPotential_atBot' depends on axioms: [propext, Classical.choice, Quot.sound]
```
